# Density penalties recover the least-norm potential of a representable density on a finite lattice

Suppose the site densities of a lattice system are known, perhaps from a many-body calculation, and a model is to reproduce them as its ground-state density. Which site potential does this? A penalty method lets the model's density relax while charging it for departing from the target. The potential is then read off from the remaining mismatch.

## The scaled mismatch and its limit

Let the lattice have $L$ sites. Densities $r$ and potentials $v$ are vectors in $\mathbb R^L$, with $v\cdot r=\sum_i v_i r_i$ and the Euclidean norm. The admissible densities form a convex set $D$, and $F$ is a convex real function on $D$ that holds the energy apart from the external potential. Call $v$ a potential of $\rho\in D$ if $\rho$ minimises $F(r)+v\cdot r$ over $D$. The target $\rho$ is representable if it has such a potential.

For each integer $k\ge1$, let $r_k$ minimise
$$F(r)+\tfrac k2\|r-\rho\|^2$$
over $D$, and put $u_k=k(r_k-\rho)$. Here $k$ is a penalty strength, not a wave number. If $\rho$ is representable, then $u_k$ converges to the unique potential of $\rho$ with least norm. For every potential $w$ of $\rho$ and every $k\ge1$,
$$\|u_k\|\le\|w\|,\qquad \|r_k-\rho\|\le\|w\|/k .$$

## Where density inversion uses the limit

A Kohn–Sham inversion on a finite lattice can take $F$ to be the least hopping energy of non-interacting electrons at given density, with mixed states included in the search. For large $k$, $u_k$ then approximates the least-norm Kohn–Sham potential of a representable target. No change of sign is needed: $u_k$ is positive where the model has too much density and negative where it has too little, so it favours moving particles from the former sites to the latter.

Two points matter when the output is used:

- At fixed particle number, a constant shift of the potential leaves the minimiser unchanged. The limit has site values that sum to zero, so a reference potential should be shifted to zero sum before comparison. Potentials of the same density may still differ by more than a constant, for example if $F$ has a kink at $\rho$.
- An error $\delta$ in the computed $r_k$ becomes an error $k\delta$ in $u_k$. The error in $r_k$ must therefore shrink faster than $1/k$ if the resulting error in $u_k$ is to vanish.

## From penalised minimum to potential

**The scaled mismatch $u_k$ is a potential of $r_k$.** Take $r\in D$ and $0<t\le1$. The point $r_k+t(r-r_k)$ lies in $D$. Minimality of $r_k$ and convexity of $F$ give
$$F(r_k)+\tfrac k2\|r_k-\rho\|^2\le(1-t)F(r_k)+tF(r)+\tfrac k2\|r_k-\rho+t(r-r_k)\|^2 .$$
Expand the last square, cancel and divide by $t$:
$$0\le F(r)-F(r_k)+u_k\cdot(r-r_k)+\tfrac{tk}2\|r-r_k\|^2 .$$
Letting $t\to0$ gives $F(r_k)+u_k\cdot r_k\le F(r)+u_k\cdot r$.

**The potentials are bounded.** Let $w$ be a potential of $\rho$. Then
$$F(\rho)+w\cdot\rho\le F(r_k)+w\cdot r_k,\qquad F(r_k)+u_k\cdot r_k\le F(\rho)+u_k\cdot\rho .$$
Adding these gives $(u_k-w)\cdot(r_k-\rho)\le0$. Multiplication by $k$ yields
$$\|u_k\|^2\le w\cdot u_k\le\|w\|\,\|u_k\|,$$
so $\|u_k\|\le\|w\|$. Division by $k$ gives the density bound, and $r_k\to\rho$.

**The energies converge.** The first inequality above, together with the penalised minimum compared at $\rho$, gives
$$F(\rho)+w\cdot(\rho-r_k)\le F(r_k)\le F(\rho).$$
Hence $F(r_k)\to F(\rho)$, without assuming that $F$ is continuous.

**Only one limit is possible.** The $u_k$ lie in a closed ball of $\mathbb R^L$, so every subsequence has a further one converging to some $v$. In the limit, $F(r_k)+u_k\cdot r_k\le F(x)+u_k\cdot x$ becomes $F(\rho)+v\cdot\rho\le F(x)+v\cdot x$ for each $x\in D$. Thus $v$ is a potential of $\rho$. Also $\|v\|^2\le w\cdot v$ for every potential $w$ of $\rho$, so $\|v\|\le\|w\|$. If $w$ has least norm too, then
$$\|w-v\|^2=\|w\|^2-2w\cdot v+\|v\|^2\le\|w\|^2-\|v\|^2\le0,$$
and $w=v$. All these subsequences share one limit, so the whole sequence converges to it.

**The limit sums to zero at fixed particle number.** Let $e$ have all entries $1$, and let $S=\sum_i v_i$. For $t>0$, $v-tSe$ is also a potential of $\rho$, so $\|v\|^2\le\|v-tSe\|^2$. Expanding and dividing by $t$ gives $0\le-2S^2+tS^2\|e\|^2$. Letting $t\to0$ gives $S=0$.

## Convexity, compactness and squeezing in Lean

```lean
import Mathlib

open Filter Topology

namespace LatticeDensityPenalty

/-- Real functions on `L` lattice sites, used for densities and for potentials. -/
abbrev SiteFn (L : ℕ) := EuclideanSpace ℝ (Fin L)

variable {L : ℕ} {F : SiteFn L → ℝ} {D : Set (SiteFn L)} {ρ s v w : SiteFn L}

/-- The density `ρ` lies in `D` and minimises `F(r) + v·r` over `D`. -/
def IsGroundDensity (F : SiteFn L → ℝ) (D : Set (SiteFn L)) (v ρ : SiteFn L) : Prop :=
  ρ ∈ D ∧ ∀ r ∈ D, F ρ + inner ℝ v ρ ≤ F r + inner ℝ v r

/-- The density `s` lies in `D` and minimises `F(r) + k‖r - ρ‖²/2` over `D`. -/
def IsPenaltyMin (F : SiteFn L → ℝ) (D : Set (SiteFn L)) (ρ : SiteFn L) (k : ℝ)
    (s : SiteFn L) : Prop :=
  s ∈ D ∧ ∀ r ∈ D, F s + k / 2 * ‖s - ρ‖ ^ 2 ≤ F r + k / 2 * ‖r - ρ‖ ^ 2

/-- The potential `v` has ground density `ρ`, and no potential with that ground density
has a smaller norm. -/
def IsLeastNormPotential (F : SiteFn L → ℝ) (D : Set (SiteFn L)) (ρ v : SiteFn L) : Prop :=
  IsGroundDensity F D v ρ ∧ ∀ w, IsGroundDensity F D w ρ → ‖v‖ ≤ ‖w‖

/-- If `A + tB` is nonnegative for all `t` in `(0, 1]`, then `A` is nonnegative. -/
lemma nonneg_of_small_steps {A B : ℝ} (h : ∀ t : ℝ, 0 < t → t ≤ 1 → 0 ≤ A + t * B) :
    0 ≤ A := by
  by_contra hA
  have hA : A < 0 := not_le.mp hA
  have hd : 0 < |B| - A := by linarith [abs_nonneg B]
  obtain ⟨t, ht⟩ : ∃ t, t = -A / (|B| - A) := ⟨_, rfl⟩
  have ht0 : 0 < t := by rw [ht]; exact div_pos (by linarith) hd
  have ht1 : t ≤ 1 := by rw [ht]; exact (div_le_one hd).2 (by linarith [abs_nonneg B])
  have hm : t * (|B| - A) = -A := by rw [ht]; exact div_mul_cancel₀ _ hd.ne'
  have h1 : t * B ≤ t * |B| := mul_le_mul_of_nonneg_left (le_abs_self B) ht0.le
  have h2 : t * A < 0 := mul_neg_of_pos_of_neg ht0 hA
  linarith [h t ht0 ht1]

/-- For convex `F`, a minimiser `s` of the penalised functional is a ground density of the
potential `k(s - ρ)`. -/
theorem penaltyMin_isGroundDensity (hF : ConvexOn ℝ D F) {k : ℝ}
    (hs : IsPenaltyMin F D ρ k s) : IsGroundDensity F D (k • (s - ρ)) s := by
  refine ⟨hs.1, fun r hr => ?_⟩
  have key : 0 ≤ F r - F s + k * inner ℝ (s - ρ) (r - s) := by
    apply nonneg_of_small_steps (B := k / 2 * ‖r - s‖ ^ 2)
    intro t ht0 ht1
    -- compare `s` with a point on the segment from `s` to `r`
    have h := hs.2 _ (hF.1 hs.1 hr (sub_nonneg.2 ht1) ht0.le (by ring))
    have hc := hF.2 hs.1 hr (sub_nonneg.2 ht1) ht0.le (by ring)
    have e : (1 - t) • s + t • r - ρ = (s - ρ) + t • (r - s) := by module
    rw [e, norm_add_sq_real, real_inner_smul_right, norm_smul, mul_pow,
      Real.norm_eq_abs, sq_abs] at h
    simp only [smul_eq_mul] at hc
    refine le_of_mul_le_mul_left ?_ ht0
    nlinarith [h, hc]
  rw [inner_sub_right] at key
  rw [real_inner_smul_left, real_inner_smul_left]
  linarith

/-- Between two ground densities, the change of potential and the change of density have
a nonpositive inner product. -/
theorem potential_density_monotone (hv : IsGroundDensity F D v ρ)
    (hw : IsGroundDensity F D w s) : inner ℝ (w - v) (s - ρ) ≤ 0 := by
  simp only [inner_sub_left, inner_sub_right]
  linarith [hv.2 s hw.1, hw.2 ρ hv.1]

/-- For convex `F`, `k > 0` and a minimiser `s` of the penalised functional, the penalty potential
`u = k(s - ρ)` obeys `‖u‖² ≤ w·u` for every potential `w` with ground density `ρ`. -/
theorem penalty_sq_le_inner (hF : ConvexOn ℝ D F) {k : ℝ} (hk : 0 < k)
    (hs : IsPenaltyMin F D ρ k s) (hw : IsGroundDensity F D w ρ) :
    ‖k • (s - ρ)‖ ^ 2 ≤ inner ℝ w (k • (s - ρ)) := by
  have h := potential_density_monotone hw (penaltyMin_isGroundDensity hF hs)
  have h2 : k * inner ℝ (k • (s - ρ) - w) (s - ρ) ≤ 0 := by
    nlinarith [mul_nonneg hk.le (neg_nonneg.2 h)]
  rw [← real_inner_smul_right, inner_sub_left, real_inner_self_eq_norm_sq] at h2
  linarith

/-- If `‖v‖² ≤ w·v`, then `v` is no longer than `w`. -/
lemma norm_le_of_sq_le_inner (h : ‖v‖ ^ 2 ≤ inner ℝ w v) : ‖v‖ ≤ ‖w‖ := by
  by_contra hn
  have hn : ‖w‖ < ‖v‖ := not_le.mp hn
  nlinarith [real_inner_le_norm w v,
    mul_pos (sub_pos.2 hn) (lt_of_le_of_lt (norm_nonneg w) hn)]

/-- If the vectors `k(r_k - ρ)` are bounded for `k ≥ 1`, then `r_k` converges to `ρ`. -/
lemma density_tendsto {r : ℕ → SiteFn L} {C : ℝ}
    (hC : ∀ k : ℕ, 1 ≤ k → ‖(k : ℝ) • (r k - ρ)‖ ≤ C) : Tendsto r atTop (𝓝 ρ) := by
  refine tendsto_iff_norm_sub_tendsto_zero.2 (squeeze_zero'
    (Eventually.of_forall fun k => norm_nonneg _) ?_
    (tendsto_const_div_atTop_nhds_zero_nat C))
  filter_upwards [eventually_ge_atTop 1] with k hk
  have hk0 : (0 : ℝ) < k := by exact_mod_cast hk
  have h := hC k hk
  rw [norm_smul, Real.norm_eq_abs, abs_of_pos hk0] at h
  rw [le_div_iff₀ hk0]
  linarith

/-- Let `F` be convex on `D`, let `ρ` lie in `D`, and let `r_k` minimise the penalised functional
for each `k ≥ 1`, with `k(r_k - ρ)` bounded and `F(r_k) → F(ρ)`. Then each subsequence of
`k(r_k - ρ)` has a further one converging to a potential with ground density `ρ`. -/
lemma exists_limit_potential (hF : ConvexOn ℝ D F) (hρ : ρ ∈ D) {r : ℕ → SiteFn L} {C : ℝ}
    (hr : ∀ k : ℕ, 1 ≤ k → IsPenaltyMin F D ρ k (r k))
    (hC : ∀ k : ℕ, 1 ≤ k → ‖(k : ℝ) • (r k - ρ)‖ ≤ C)
    (hFr : Tendsto (fun k => F (r k)) atTop (𝓝 (F ρ)))
    (ns : ℕ → ℕ) (hns : Tendsto ns atTop atTop) :
    ∃ v, IsGroundDensity F D v ρ ∧ ∃ ms : ℕ → ℕ, Tendsto ms atTop atTop ∧
      Tendsto (fun n => (ns (ms n) : ℝ) • (r (ns (ms n)) - ρ)) atTop (𝓝 v) := by
  have hball : ∀ n, (ns n : ℝ) • (r (ns n) - ρ) ∈ Metric.closedBall (0 : SiteFn L) C := by
    intro n
    rw [mem_closedBall_zero_iff]
    rcases Nat.eq_zero_or_pos (ns n) with h | h
    · rw [h, Nat.cast_zero, zero_smul, norm_zero]
      exact (norm_nonneg _).trans (hC 1 le_rfl)
    · exact hC _ h
  obtain ⟨v, -, ms, hms, hv⟩ := (isCompact_closedBall (0 : SiteFn L) C).tendsto_subseq hball
  have hv' : Tendsto (fun n => (ns (ms n) : ℝ) • (r (ns (ms n)) - ρ)) atTop (𝓝 v) := hv
  have hsub : Tendsto (fun n => ns (ms n)) atTop atTop := hns.comp hms.tendsto_atTop
  refine ⟨v, ⟨hρ, fun x hx => ?_⟩, ms, hms.tendsto_atTop, hv'⟩
  -- pass to the limit in the variational inequality
  refine le_of_tendsto_of_tendsto
    ((hFr.comp hsub).add (hv'.inner ((density_tendsto hC).comp hsub)))
    (tendsto_const_nhds.add (hv'.inner tendsto_const_nhds)) ?_
  filter_upwards [hsub.eventually_ge_atTop 1] with n hn
  exact (penaltyMin_isGroundDensity hF (hr _ hn)).2 x hx

/-- Let `F` be convex on `D`, let `ρ` be a ground density of some potential, and let `r_k` minimise
the penalised functional for each `k ≥ 1`. Then `k(r_k - ρ)` converges to the unique least-norm
potential with ground density `ρ`. -/
theorem penalty_tendsto_leastNorm (hF : ConvexOn ℝ D F)
    (hex : ∃ w, IsGroundDensity F D w ρ) {r : ℕ → SiteFn L}
    (hr : ∀ k : ℕ, 1 ≤ k → IsPenaltyMin F D ρ k (r k)) :
    ∃ v, IsLeastNormPotential F D ρ v ∧ (∀ w, IsLeastNormPotential F D ρ w → w = v) ∧
      Tendsto (fun k : ℕ => (k : ℝ) • (r k - ρ)) atTop (𝓝 v) := by
  obtain ⟨w₀, hw₀⟩ := hex
  have hsq : ∀ w, IsGroundDensity F D w ρ → ∀ k : ℕ, 1 ≤ k →
      ‖(k : ℝ) • (r k - ρ)‖ ^ 2 ≤ inner ℝ w ((k : ℝ) • (r k - ρ)) := fun w hw k hk =>
    penalty_sq_le_inner hF (by exact_mod_cast hk) (hr k hk) hw
  have hC := fun k hk => norm_le_of_sq_le_inner (hsq w₀ hw₀ k hk)
  -- the energies converge, squeezed between two variational bounds
  have hFr : Tendsto (fun k => F (r k)) atTop (𝓝 (F ρ)) := by
    have hlow : Tendsto (fun k => F ρ + inner ℝ w₀ ρ - inner ℝ w₀ (r k)) atTop (𝓝 (F ρ)) := by
      have h := (tendsto_const_nhds (x := F ρ + inner ℝ w₀ ρ)).sub
        ((tendsto_const_nhds (x := w₀)).inner (𝕜 := ℝ) (density_tendsto hC))
      rwa [add_sub_cancel_right] at h
    refine tendsto_of_tendsto_of_tendsto_of_le_of_le' hlow tendsto_const_nhds ?_ ?_
    · filter_upwards [eventually_ge_atTop 1] with k hk
      linarith [hw₀.2 _ (hr k hk).1]
    · filter_upwards [eventually_ge_atTop 1] with k hk
      have h := (hr k hk).2 ρ hw₀.1
      rw [sub_self, norm_zero] at h
      have hp : 0 ≤ (k : ℝ) / 2 * ‖r k - ρ‖ ^ 2 := by positivity
      linarith
  -- every limit point is the unique potential of least norm
  have hlim : ∀ ns : ℕ → ℕ, Tendsto ns atTop atTop → ∃ v, IsLeastNormPotential F D ρ v ∧
      (∀ w, IsLeastNormPotential F D ρ w → w = v) ∧ ∃ ms : ℕ → ℕ,
      Tendsto (fun n => (ns (ms n) : ℝ) • (r (ns (ms n)) - ρ)) atTop (𝓝 v) := by
    intro ns hns
    obtain ⟨v, hv, ms, hms, hl⟩ := exists_limit_potential hF hw₀.1 hr hC hFr ns hns
    have hvw : ∀ w, IsGroundDensity F D w ρ → ‖v‖ ^ 2 ≤ inner ℝ w v := fun w hw =>
      le_of_tendsto_of_tendsto (hl.norm.pow 2) (tendsto_const_nhds.inner hl)
        (((hns.comp hms).eventually_ge_atTop 1).mono fun n hn => hsq w hw _ hn)
    refine ⟨v, ⟨hv, fun w hw => norm_le_of_sq_le_inner (hvw w hw)⟩, fun w hw => ?_, ms, hl⟩
    have h1 := pow_le_pow_left₀ (norm_nonneg w) (hw.2 v hv) 2
    have h2 : ‖w - v‖ ^ 2 ≤ 0 := by
      rw [norm_sub_sq_real]
      linarith [hvw w hw.1]
    exact sub_eq_zero.1 (norm_eq_zero.1
      ((pow_eq_zero_iff two_ne_zero).1 (le_antisymm h2 (sq_nonneg _))))
  obtain ⟨v, hv, huniq, -⟩ := hlim id tendsto_id
  refine ⟨v, hv, huniq, tendsto_of_subseq_tendsto fun ns hns => ?_⟩
  obtain ⟨v', hv', -, ms, hl⟩ := hlim ns hns
  exact ⟨ms, huniq v' hv' ▸ hl⟩

/-- Let `F` be convex on `D` and continuous at `ρ` within `D`, and let penalised minimisers `r_k`
exist. Then `ρ` in `D` is a ground density of some potential exactly when `k(r_k - ρ)` is bounded. -/
theorem representable_iff_bounded (hF : ConvexOn ℝ D F) (hρ : ρ ∈ D)
    (hc : ContinuousWithinAt F D ρ) {r : ℕ → SiteFn L}
    (hr : ∀ k : ℕ, 1 ≤ k → IsPenaltyMin F D ρ k (r k)) :
    (∃ v, IsGroundDensity F D v ρ) ↔
      ∃ C : ℝ, ∀ k : ℕ, 1 ≤ k → ‖(k : ℝ) • (r k - ρ)‖ ≤ C := by
  constructor
  · rintro ⟨w, hw⟩
    exact ⟨‖w‖, fun k hk => norm_le_of_sq_le_inner
      (penalty_sq_le_inner hF (by exact_mod_cast hk) (hr k hk) hw)⟩
  · rintro ⟨C, hC⟩
    have hFr : Tendsto (fun k => F (r k)) atTop (𝓝 (F ρ)) :=
      hc.tendsto.comp (tendsto_nhdsWithin_iff.2 ⟨density_tendsto hC,
        (eventually_ge_atTop 1).mono fun k hk => (hr k hk).1⟩)
    obtain ⟨v, hv, -⟩ := exists_limit_potential hF hρ hr hC hFr id tendsto_id
    exact ⟨v, hv⟩

/-- On a compact set `D` containing `ρ`, a continuous `F` has a penalised minimiser for
every penalty strength. -/
theorem exists_penaltyMin (hD : IsCompact D) (hF : ContinuousOn F D) (hρ : ρ ∈ D) (k : ℝ) :
    ∃ s, IsPenaltyMin F D ρ k s := by
  have hc : ContinuousOn (fun r => F r + k / 2 * ‖r - ρ‖ ^ 2) D :=
    hF.add (Continuous.continuousOn (by fun_prop))
  obtain ⟨s, hs, hmin⟩ := hD.exists_isMinOn ⟨ρ, hρ⟩ hc
  exact ⟨s, hs, fun r hr => hmin hr⟩

/-- If all densities in `D` have the same particle number `N`, the site values of a least-norm
potential sum to zero. -/
theorem leastNorm_sum_eq_zero {N : ℝ} (hN : ∀ r ∈ D, ∑ i, r i = N)
    (hv : IsLeastNormPotential F D ρ v) : ∑ i, v i = 0 := by
  obtain ⟨e, he⟩ : ∃ e : SiteFn L, ∀ x : SiteFn L, inner ℝ e x = ∑ i, x i :=
    ⟨WithLp.toLp 2 (fun _ => 1), fun x => by simp [PiLp.inner_apply]⟩
  -- a constant shift of the potential keeps the ground density
  have hshift : ∀ c : ℝ, IsGroundDensity F D (v + c • e) ρ := fun c =>
    ⟨hv.1.1, fun r hr => by
      rw [inner_add_left, inner_add_left, real_inner_smul_left, real_inner_smul_left,
        he, he, hN r hr, hN ρ hv.1.1]
      linarith [hv.1.2 r hr]⟩
  have key : 0 ≤ -2 * (∑ i, v i) ^ 2 := by
    apply nonneg_of_small_steps (B := (∑ i, v i) ^ 2 * ‖e‖ ^ 2)
    intro t ht0 _
    have h := pow_le_pow_left₀ (norm_nonneg v) (hv.2 _ (hshift (-(t * ∑ i, v i)))) 2
    rw [norm_add_sq_real, real_inner_smul_right, real_inner_comm, he, norm_smul, mul_pow,
      Real.norm_eq_abs, sq_abs] at h
    refine le_of_mul_le_mul_left ?_ ht0
    nlinarith [h]
  exact (pow_eq_zero_iff two_ne_zero).1 (le_antisymm (by linarith) (sq_nonneg _))

end LatticeDensityPenalty
```

```lean
#print axioms LatticeDensityPenalty.penalty_tendsto_leastNorm
#print axioms LatticeDensityPenalty.representable_iff_bounded
#print axioms LatticeDensityPenalty.exists_penaltyMin
#print axioms LatticeDensityPenalty.leastNorm_sum_eq_zero
```

```
'LatticeDensityPenalty.penalty_tendsto_leastNorm' depends on axioms: [propext, Classical.choice, Quot.sound]
'LatticeDensityPenalty.representable_iff_bounded' depends on axioms: [propext, Classical.choice, Quot.sound]
'LatticeDensityPenalty.exists_penaltyMin' depends on axioms: [propext, Classical.choice, Quot.sound]
'LatticeDensityPenalty.leastNorm_sum_eq_zero' depends on axioms: [propext, Classical.choice, Quot.sound]
```

`nonneg_of_small_steps` replaces the limit $t\to0$ by an explicit small $t$ that would contradict a negative leading term. `penaltyMin_isGroundDensity` applies it to the segment inequality, with `nlinarith` combining minimality and convexity. `potential_density_monotone` adds the two minimum conditions, `penalty_sq_le_inner` multiplies by $k$, and `norm_le_of_sq_le_inner` extracts the norm bound.

`density_tendsto` turns bounded $u_k$ into convergence of $r_k$. `exists_limit_potential` finds a convergent subsequence with `tendsto_subseq` and passes to the limit in the inequality with `le_of_tendsto_of_tendsto`. The main theorem, `penalty_tendsto_leastNorm`, squeezes the energies, identifies each limit and finishes with `tendsto_of_subseq_tendsto`.

## What is guaranteed for a given functional

`SiteFn L` is Euclidean $\mathbb R^L$, and `inner ℝ v r` is $v\cdot r$. The three predicates state that a density minimises $F(r)+v\cdot r$, that it minimises the penalised functional, and that a potential of $\rho$ has least norm. `ConvexOn ℝ D F` includes convexity of $D$. Nonnegative densities and a fixed particle number enter only through the choice of $D$.

The main theorem assumes convexity, some potential `w` for $\rho$, and an exact penalised minimiser `r k` for every integer $k\ge1$. It yields existence, uniqueness and convergence, but no rate for $u_k\to v$. `exists_penaltyMin` supplies the minimisers when $D$ is compact and $F$ is continuous on it.

Representability can be expressed through the same sequence. If $F$ is convex on $D$ and continuous at $\rho\in D$ within $D$, and the minimisers exist, `representable_iff_bounded` says that $\rho$ has a potential exactly when the $u_k$ are bounded. Finitely many values of $u_k$ can suggest boundedness but do not in general prove it. `leastNorm_sum_eq_zero` gives the zero sum when every density in $D$ has the same particle number.

The name `IsGroundDensity` is broader than textbook use: it refers to any $F$, with no Hamiltonian or wavefunction. To apply the result to quantum ground states, one can take $F$ to be the minimum internal energy over density matrices of given density. Mixing such states mixes their densities and energies linearly, which is the physical source of convexity. A search over pure states alone may give a non-convex functional, to which the theorem does not apply. With density matrices, if the ground level is degenerate, $\rho$ may be the density of a mixture of ground states and of no single one.
